# Screening lowers the error factor of alternating Schwarz on two overlapping intervals

A screened electrostatic potential on $[0,1]$ can be computed by solving in turn on two overlapping intervals, each solve taking its inner boundary value from the other. We model a cycle as two actual boundary-value solves and derive its error factor from them.

The equation is $u''=k^2u+f$, where $1/k$ is the screening length and $f$ is minus the suitably scaled charge density. The intervals are $[0,b]$ and $[a,1]$ with $0<a<b<1$. Let $w$ be the exact solution on $[0,1]$. A cycle solves for $u$ on $[0,b]$ and then for $v$ on $[a,1]$, with $v(a)=u(a)$ and the correct wall values $u(0)=w(0)$, $v(1)=w(1)$. For $k>0$ the claim is

$$v(b)-w(b)=\rho_k\,[u(b)-w(b)],\qquad \rho_k=\frac{\sinh(ka)\sinh(k(1-b))}{\sinh(kb)\sinh(k(1-a))},$$

$$0<\rho_k<\rho_0<1,\qquad \rho_0=\frac{a(1-b)}{b(1-a)}.$$

## The error factor from two boundary-value problems

The source cancels in $e=u-w$ and $g=v-w$, so $e''=k^2e$ and $g''=k^2g$. Since $e(0)=0$ and $g(1)=0$, $e$ is a multiple of $\sinh(kx)$ and $g$ a multiple of $\sinh(k(1-x))$. Hence

$$e(a)=e(b)\frac{\sinh(ka)}{\sinh(kb)},\qquad g(b)=g(a)\frac{\sinh(k(1-b))}{\sinh(k(1-a))}.$$

Matching gives $g(a)=e(a)$, and therefore $g(b)=\rho_k e(b)$. For $k=0$ the solutions are linear, and the same argument gives $\rho_0$.

To compare the factors, take $0<x<y$. By the mean value theorem, $\sinh x=x\cosh c$ and $\sinh y-\sinh x=(y-x)\cosh d$ with $0<c<x<d<y$. Thus

$$x\sinh y-y\sinh x=x(y-x)(\cosh d-\cosh c)>0,$$

or $\sinh x/\sinh y<x/y$. Using this for $(ka,kb)$ and for $(k(1-b),k(1-a))$, and multiplying, gives $\rho_k<\rho_0$. Finally, $a(1-b)<b(1-a)$ is just $a<b$.

As $k\to0$, $\sinh(kx)/k\to x$, so $\rho_k\to\rho_0$. For $a=1/3$, $b=2/3$ we have $\rho_0=1/4$, while $\sinh 2z=2\sinh z\cosh z$ gives $\rho_k=1/(4\cosh^2(k/3))$. At $k=3$ this is about $0.105$.

## Solves, cycles and factors in Lean

`Solves` states the differential equation on a closed interval, with one-sided derivatives at its ends; `u'` is the slope.

```lean
import Mathlib

open Set Filter Topology

namespace OverlappingSchwarz

noncomputable section

/-- The function `u` satisfies `u'' = k² u + f` on the interval `[p, q]`, with one-sided
derivatives at the end points. -/
def Solves (k : ℝ) (f : ℝ → ℝ) (p q : ℝ) (u : ℝ → ℝ) : Prop :=
  ∃ u' : ℝ → ℝ, ∀ x ∈ Icc p q, HasDerivWithinAt u (u' x) (Icc p q) x ∧
    HasDerivWithinAt u' (k ^ 2 * u x + f x) (Icc p q) x
```

In a cycle, `α` and `β` are the wall values. The theorems below set them to `w 0` and `w 1`.

```lean
/-- One alternating Schwarz cycle with wall values `α` at 0 and `β` at 1: `u` solves the equation
on `[0, b]`, then `v` solves it on `[a, 1]` with the value of `u` imposed at `a`. -/
structure SchwarzCycle (k : ℝ) (f : ℝ → ℝ) (a b α β : ℝ) (u v : ℝ → ℝ) : Prop where
  left : Solves k f 0 b u
  right : Solves k f a 1 v
  left_wall : u 0 = α
  right_wall : v 1 = β
  matching : v a = u a
```

The name "propagator" here means an odd solution `S` of the source-free equation, not a time-evolution operator. Its derivative is `C`, so for $S=\sinh(kx)$ we have $C=k\cosh(kx)$.

```lean
/-- An odd solution `S` of `S'' = k² S` on the line, with derivative `C` that is non-zero at 0. -/
structure IsPropagator (k : ℝ) (S C : ℝ → ℝ) : Prop where
  derivS : ∀ x, HasDerivAt S (C x) x
  derivC : ∀ x, HasDerivAt C (k ^ 2 * S x) x
  odd : ∀ x, S (-x) = -S x
  slope : C 0 ≠ 0
```

The next two definitions are $\rho_k$ and $\rho_0$.

```lean
/-- The screened error factor of one cycle, for `k ≠ 0`, `b ≠ 0` and `a ≠ 1`. -/
def screenedFactor (k a b : ℝ) : ℝ :=
  Real.sinh (k * a) * Real.sinh (k * (1 - b)) / (Real.sinh (k * b) * Real.sinh (k * (1 - a)))

/-- The unscreened error factor of one cycle, for `b ≠ 0` and `a ≠ 1`. -/
def unscreenedFactor (a b : ℝ) : ℝ := a * (1 - b) / (b * (1 - a))
```

## From local errors to the interface relation

Subtracting the two equations removes the source.

```lean
/-- On a subinterval of `[0, 1]`, the difference between a local solution and a solution on
`[0, 1]` with the same source satisfies the equation without source. -/
theorem Solves.error {k p q : ℝ} {f u w : ℝ → ℝ} (hu : Solves k f p q u)
    (hw : Solves k f 0 1 w) (hp : 0 ≤ p) (hq : q ≤ 1) :
    Solves k (fun _ => 0) p q (fun x => u x - w x) := by
  obtain ⟨u', hu⟩ := hu
  obtain ⟨w', hw⟩ := hw
  have hs : Icc p q ⊆ Icc 0 1 := Icc_subset_Icc hp hq
  refine ⟨fun x => u' x - w' x, fun x hx => ?_⟩
  obtain ⟨h1, h2⟩ := hu x hx
  obtain ⟨h3, h4⟩ := hw x (hs hx)
  refine ⟨h1.sub (h3.mono hs), ?_⟩
  have h5 : HasDerivWithinAt (fun x => u' x - w' x)
      ((k ^ 2 * u x + f x) - (k ^ 2 * w x + f x)) (Icc p q) x := h2.sub (h4.mono hs)
  have h6 : (k ^ 2 * u x + f x) - (k ^ 2 * w x + f x) = k ^ 2 * (u x - w x) + 0 := by ring
  rw [h6] at h5
  exact h5
```

In place of the general solution, Lean uses a conserved Wronskian. For fixed $x$, the derivative of $e'(t)S(x-t)+e(t)C(x-t)$ with respect to $t$ vanishes. The expression is therefore constant in $t$, and equating its values at $t=x$ and $t=y$ gives the formula below, since $S(0)=0$.

```lean
/-- A solution of the equation without source on `[p, q]`, `p < q`, is fixed everywhere on the
interval by its value and slope at any one point `y` of it. -/
theorem propagate {k p q : ℝ} {S C e : ℝ → ℝ} (h : IsPropagator k S C) (hpq : p < q)
    (he : Solves k (fun _ => 0) p q e) :
    ∃ e' : ℝ → ℝ, (∀ x ∈ Icc p q, HasDerivWithinAt e (e' x) (Icc p q) x) ∧
      ∀ x ∈ Icc p q, ∀ y ∈ Icc p q, e x * C 0 = e' y * S (x - y) + e y * C (x - y) := by
  obtain ⟨e', he⟩ := he
  refine ⟨e', fun x hx => (he x hx).1, fun x hx y hy => ?_⟩
  have hS0 : S 0 = 0 := by
    have h0 := h.odd 0
    rw [neg_zero] at h0
    linarith
  -- the Wronskian of `e` with the reflected propagator has zero derivative
  have hW : ∀ t ∈ Icc p q, HasDerivWithinAt
      (fun t => e' t * S (x - t) + e t * C (x - t)) 0 (Icc p q) t := by
    intro t ht
    have hr : HasDerivAt (fun t => x - t) (-1) t := by
      simpa using (hasDerivAt_id t).const_sub x
    have h1 : HasDerivAt (fun t => S (x - t)) (C (x - t) * -1) t :=
      (h.derivS (x - t)).comp t hr
    have h2 : HasDerivAt (fun t => C (x - t)) (k ^ 2 * S (x - t) * -1) t :=
      (h.derivC (x - t)).comp t hr
    have h3 : HasDerivWithinAt (fun t => e' t * S (x - t) + e t * C (x - t))
        (((k ^ 2 * e t + 0) * S (x - t) + e' t * (C (x - t) * -1)) +
          (e' t * C (x - t) + e t * (k ^ 2 * S (x - t) * -1))) (Icc p q) t :=
      ((he t ht).2.mul h1.hasDerivWithinAt).add ((he t ht).1.mul h2.hasDerivWithinAt)
    convert h3 using 1
    ring
  have hd : DifferentiableOn ℝ (fun t => e' t * S (x - t) + e t * C (x - t)) (Icc p q) :=
    fun t ht => (hW t ht).differentiableWithinAt
  have hc := constant_of_derivWithin_zero hd (fun t ht =>
    (hW t (Ico_subset_Icc_self ht)).derivWithin
      (uniqueDiffOn_Icc hpq t (Ico_subset_Icc_self ht)))
  have h1 := (hc x hx).trans (hc y hy).symm
  simp only [sub_self, hS0, mul_zero, zero_add] at h1
  exact h1

/-- For `k ≠ 0` the function `sinh (k x)` is a propagator. -/
theorem sinh_propagator {k : ℝ} (hk : k ≠ 0) :
    IsPropagator k (fun x => Real.sinh (k * x)) (fun x => k * Real.cosh (k * x)) := by
  have hl : ∀ x : ℝ, HasDerivAt (fun x => k * x) k x := fun x => by
    simpa using (hasDerivAt_id x).const_mul k
  refine ⟨fun x => (hl x).sinh.congr_deriv (mul_comm _ _), fun x => ?_, fun x => ?_, ?_⟩
  · exact ((hl x).cosh.const_mul k).congr_deriv (by ring)
  · simp [mul_neg, Real.sinh_neg]
  · simpa using hk
```

The formula is applied from the wall at 0 on the left and from the wall at 1 on the right. Eliminating the unknown wall slopes gives `hL` and `hR`, the two decay ratios above with denominators cleared; their combination is the interface relation.

```lean
/-- For `0 < a < b < 1`, the interface errors at `b` before and after one cycle are related
through the values of any propagator. -/
theorem cycle_relation {k a b : ℝ} {S C f u v w : ℝ → ℝ} (h : IsPropagator k S C)
    (ha : 0 < a) (hab : a < b) (hb : b < 1) (hw : Solves k f 0 1 w)
    (hc : SchwarzCycle k f a b (w 0) (w 1) u v) :
    (v b - w b) * (S b * S (1 - a)) = S a * S (1 - b) * (u b - w b) := by
  obtain ⟨m, -, hm⟩ := propagate h (ha.trans hab) (hc.left.error hw le_rfl hb.le)
  obtain ⟨n, -, hn⟩ := propagate h (hab.trans hb) (hc.right.error hw ha.le le_rfl)
  have p1 := hm a ⟨ha.le, hab.le⟩ 0 ⟨le_rfl, (ha.trans hab).le⟩
  have p2 := hm b ⟨(ha.trans hab).le, le_rfl⟩ 0 ⟨le_rfl, (ha.trans hab).le⟩
  have q1 := hn a ⟨le_rfl, (hab.trans hb).le⟩ 1 ⟨(hab.trans hb).le, le_rfl⟩
  have q2 := hn b ⟨hab.le, hb.le⟩ 1 ⟨(hab.trans hb).le, le_rfl⟩
  have o1 : S (a - 1) = -S (1 - a) := by rw [← h.odd, neg_sub]
  have o2 : S (b - 1) = -S (1 - b) := by rw [← h.odd, neg_sub]
  simp only [hc.left_wall, sub_self, sub_zero, zero_mul, add_zero] at p1 p2
  simp only [hc.right_wall, hc.matching, sub_self, zero_mul, add_zero, o1, o2] at q1 q2
  -- decay from `b` to `a` in the left solve, and from `a` to `b` in the right solve
  have hL : (u a - w a) * S b = (u b - w b) * S a :=
    mul_right_cancel₀ h.slope (by linear_combination S b * p1 - S a * p2)
  have hR : (v b - w b) * S (1 - a) = (u a - w a) * S (1 - b) :=
    mul_right_cancel₀ h.slope (by linear_combination S (1 - a) * q2 - S (1 - b) * q1)
  linear_combination S b * hR + S (1 - b) * hL
```

## Screened below unscreened

The mean value argument becomes `sinh_chord`, with the same points `c` and `d`. In `factor_bounds`, `c1` and `c2` are its two applications, and `c3` is their product.

```lean
/-- For `0 < x < y`, the hyperbolic sine at `x` lies below its chord from 0 to `y`. -/
theorem sinh_chord {x y : ℝ} (hx : 0 < x) (hxy : x < y) :
    y * Real.sinh x < x * Real.sinh y := by
  obtain ⟨c, hc, h1⟩ := exists_hasDerivAt_eq_slope Real.sinh Real.cosh hx
    Real.continuous_sinh.continuousOn (fun t _ => Real.hasDerivAt_sinh t)
  obtain ⟨d, hd, h2⟩ := exists_hasDerivAt_eq_slope Real.sinh Real.cosh hxy
    Real.continuous_sinh.continuousOn (fun t _ => Real.hasDerivAt_sinh t)
  rw [Real.sinh_zero, sub_zero, sub_zero, eq_div_iff hx.ne'] at h1
  rw [eq_div_iff (sub_pos.2 hxy).ne'] at h2
  have h3 : Real.cosh c < Real.cosh d := Real.cosh_lt_cosh.2 (by
    rw [abs_of_pos hc.1, abs_of_pos (hx.trans hd.1)]
    exact hc.2.trans hd.1)
  have h4 := mul_pos (mul_pos hx (sub_pos.2 hxy)) (sub_pos.2 h3)
  have h5 : x * Real.sinh y - y * Real.sinh x = x * (y - x) * (Real.cosh d - Real.cosh c) := by
    linear_combination (y - x) * h1 - x * h2
  linarith

/-- For `k > 0` and `0 < a < b < 1`, the screened factor is positive and lies strictly below the
unscreened one, which is itself below 1. -/
theorem factor_bounds {k a b : ℝ} (hk : 0 < k) (ha : 0 < a) (hab : a < b) (hb : b < 1) :
    0 < screenedFactor k a b ∧ screenedFactor k a b < unscreenedFactor a b ∧
      unscreenedFactor a b < 1 := by
  have hb0 : 0 < b := ha.trans hab
  have hb1 : 0 < 1 - b := sub_pos.2 hb
  have ha1 : 0 < 1 - a := sub_pos.2 (hab.trans hb)
  have s1 : 0 < Real.sinh (k * a) := Real.sinh_pos_iff.2 (mul_pos hk ha)
  have s2 : 0 < Real.sinh (k * (1 - b)) := Real.sinh_pos_iff.2 (mul_pos hk hb1)
  have s3 : 0 < Real.sinh (k * b) := Real.sinh_pos_iff.2 (mul_pos hk hb0)
  have s4 : 0 < Real.sinh (k * (1 - a)) := Real.sinh_pos_iff.2 (mul_pos hk ha1)
  -- the chord inequality on each subdomain
  have c1 : b * Real.sinh (k * a) < a * Real.sinh (k * b) := by
    have h := sinh_chord (mul_pos hk ha) (mul_lt_mul_of_pos_left hab hk)
    exact lt_of_mul_lt_mul_left (by linarith) hk.le
  have c2 : (1 - a) * Real.sinh (k * (1 - b)) < (1 - b) * Real.sinh (k * (1 - a)) := by
    have h := sinh_chord (mul_pos hk hb1)
      (mul_lt_mul_of_pos_left (show 1 - b < 1 - a by linarith) hk)
    exact lt_of_mul_lt_mul_left (by linarith) hk.le
  have c3 := mul_lt_mul'' c1 c2 (mul_pos hb0 s1).le (mul_pos ha1 s2).le
  unfold screenedFactor unscreenedFactor
  refine ⟨div_pos (mul_pos s1 s2) (mul_pos s3 s4), ?_, ?_⟩
  · rw [div_lt_div_iff₀ (mul_pos s3 s4) (mul_pos hb0 ha1)]
    linarith
  · rw [div_lt_one (mul_pos hb0 ha1)]
    linarith
```

The main theorem joins the error identity to these bounds. It assumes that `w` and both local solutions exist, and it treats the local solves as exact; a simulation code replaces them by discretised ones. For domain decomposition in screened electrostatics, it gives the contraction per cycle in one dimension with two intervals and constant $k$.

```lean
/-- For `k > 0` and `0 < a < b < 1`, one alternating Schwarz cycle multiplies the interface error
by the screened factor, which is positive and below the unscreened factor, itself below 1. -/
theorem screened_cycle {k a b : ℝ} {f u v w : ℝ → ℝ} (hk : 0 < k) (ha : 0 < a) (hab : a < b)
    (hb : b < 1) (hw : Solves k f 0 1 w) (hc : SchwarzCycle k f a b (w 0) (w 1) u v) :
    v b - w b = screenedFactor k a b * (u b - w b) ∧ 0 < screenedFactor k a b ∧
      screenedFactor k a b < unscreenedFactor a b ∧ unscreenedFactor a b < 1 := by
  refine ⟨?_, factor_bounds hk ha hab hb⟩
  have s3 : 0 < Real.sinh (k * b) := Real.sinh_pos_iff.2 (mul_pos hk (ha.trans hab))
  have s4 : 0 < Real.sinh (k * (1 - a)) :=
    Real.sinh_pos_iff.2 (mul_pos hk (sub_pos.2 (hab.trans hb)))
  unfold screenedFactor
  rw [div_mul_eq_mul_div, eq_div_iff (mul_pos s3 s4).ne']
  exact cycle_relation (sinh_propagator hk.ne') ha hab hb hw hc
```

For $k=0$ the propagator is $S(x)=x$, so $\rho_0$ is also the factor of an actual cycle.

```lean
/-- Without screening, `k = 0`, and for `0 < a < b < 1`, one cycle multiplies the interface error
by the unscreened factor. -/
theorem unscreened_cycle {a b : ℝ} {f u v w : ℝ → ℝ} (ha : 0 < a) (hab : a < b) (hb : b < 1)
    (hw : Solves 0 f 0 1 w) (hc : SchwarzCycle 0 f a b (w 0) (w 1) u v) :
    v b - w b = unscreenedFactor a b * (u b - w b) := by
  have hP : IsPropagator 0 (fun x => x) (fun _ => 1) :=
    ⟨fun x => hasDerivAt_id' x, fun x => by simpa using hasDerivAt_const x (1 : ℝ),
      fun _ => rfl, one_ne_zero⟩
  unfold unscreenedFactor
  rw [div_mul_eq_mul_div,
    eq_div_iff (mul_pos (ha.trans hab) (sub_pos.2 (hab.trans hb))).ne']
  exact cycle_relation hP ha hab hb hw hc
```

## Repeated cycles and an explicit example

If each new left solve takes its value at $b$ from the previous right solve, induction gives the error $\rho_k^n[u_0(b)-w(b)]$ at $b$ in the left solve numbered $n$, counting from zero. Since $0<\rho_k<1$, the interface value converges to $w(b)$.

```lean
/-- For `k > 0` and `0 < a < b < 1`, repeated cycles reduce the interface error geometrically, and
the interface value converges to that of the exact solution. -/
theorem schwarz_converges {k a b : ℝ} {f w : ℝ → ℝ} {u v : ℕ → ℝ → ℝ} (hk : 0 < k)
    (ha : 0 < a) (hab : a < b) (hb : b < 1) (hw : Solves k f 0 1 w)
    (hc : ∀ n, SchwarzCycle k f a b (w 0) (w 1) (u n) (v n))
    (hnext : ∀ n, u (n + 1) b = v n b) :
    (∀ n, u n b - w b = screenedFactor k a b ^ n * (u 0 b - w b)) ∧
      Tendsto (fun n => u n b) atTop (𝓝 (w b)) := by
  have h : ∀ n, u n b - w b = screenedFactor k a b ^ n * (u 0 b - w b) := by
    intro n
    induction n with
    | zero => simp
    | succ n ih =>
      rw [hnext, (screened_cycle hk ha hab hb hw (hc n)).1, ih]
      ring
  obtain ⟨h0, h1, h2⟩ := factor_bounds hk ha hab hb
  have t := ((tendsto_pow_atTop_nhds_zero_of_lt_one h0.le (h1.trans h2)).mul_const
    (u 0 b - w b)).add_const (w b)
  rw [zero_mul, zero_add] at t
  refine ⟨h, t.congr (fun n => ?_)⟩
  linarith [h n]
```

The last theorem exhibits a cycle with zero source and zero wall values. Measured against the zero solution, its initial interface error is $\sinh(kb)\neq0$, so the error identity has a non-trivial instance.

```lean
/-- For `k > 0`, `a < 1` and `b > 0`, hyperbolic sines form an explicit cycle with zero source and
zero wall values, whose left solve is non-zero at `b`. -/
theorem schwarzCycle_witness {k a b : ℝ} (hk : 0 < k) (ha : a < 1) (hb : 0 < b) :
    SchwarzCycle k (fun _ => 0) a b 0 0 (fun x => Real.sinh (k * x))
      (fun x => Real.sinh (k * a) / Real.sinh (k * (1 - a)) * Real.sinh (k * (1 - x))) ∧
      Real.sinh (k * b) ≠ 0 := by
  have hP := sinh_propagator hk.ne'
  have s4 : 0 < Real.sinh (k * (1 - a)) := Real.sinh_pos_iff.2 (mul_pos hk (sub_pos.2 ha))
  refine ⟨⟨⟨fun x => k * Real.cosh (k * x), fun x _ => ⟨(hP.derivS x).hasDerivWithinAt, ?_⟩⟩,
    ⟨fun x => Real.sinh (k * a) / Real.sinh (k * (1 - a)) * (k * Real.cosh (k * (1 - x)) * -1),
      fun x _ => ?_⟩, by simp, by simp, div_mul_cancel₀ _ s4.ne'⟩,
    (Real.sinh_pos_iff.2 (mul_pos hk hb)).ne'⟩
  · simpa only [add_zero] using (hP.derivC x).hasDerivWithinAt
  · have hr : HasDerivAt (fun t : ℝ => 1 - t) (-1) x := by
      simpa using (hasDerivAt_id x).const_sub 1
    have h1 : HasDerivAt (fun t => Real.sinh (k * (1 - t)))
        (k * Real.cosh (k * (1 - x)) * -1) x := (hP.derivS (1 - x)).comp x hr
    have h2 : HasDerivAt (fun t => k * Real.cosh (k * (1 - t)))
        (k ^ 2 * Real.sinh (k * (1 - x)) * -1) x := (hP.derivC (1 - x)).comp x hr
    refine ⟨(h1.const_mul _).hasDerivWithinAt, ?_⟩
    exact ((h2.mul_const (-1)).const_mul _).hasDerivWithinAt.congr_deriv (by
      simp only [add_zero]
      ring)

end

end OverlappingSchwarz
```

```lean
#print axioms OverlappingSchwarz.screened_cycle
-- 'OverlappingSchwarz.screened_cycle' depends on axioms: [propext, Classical.choice, Quot.sound]
#print axioms OverlappingSchwarz.unscreened_cycle
-- 'OverlappingSchwarz.unscreened_cycle' depends on axioms: [propext, Classical.choice, Quot.sound]
#print axioms OverlappingSchwarz.schwarz_converges
-- 'OverlappingSchwarz.schwarz_converges' depends on axioms: [propext, Classical.choice, Quot.sound]
```
